# A central force difference can report stability at an energy maximum: the exact window in a two-level model

A finite-displacement calculation can return a positive force constant for a structure that sits on top of an energy barrier. Anyone who reads only the sign then keeps the symmetric structure and misses the distortion that lowers its energy. In the model below, with one displacement coordinate s, this happens when the step reaches past the minimum of the well beside the barrier.

The energy is

E(s) = k s²/2 − √(D² + g² s²).

Here k is the stiffness without the electronic coupling. The root comes from two electronic states at energies ±D that a displacement mixes with strength g s; the lower state contributes −√(D² + g² s²). The forces are taken at s = d and s = −d, where d > 0 is the step.

## The energy and its two force constants

```lean
import Mathlib

open Real

namespace FiniteDisplacementForceConstant

noncomputable section

/-- Energy along a displacement `s`: a harmonic term of stiffness `k` minus the square root
produced by a gap parameter `D` and a linear coupling `g`. -/
def energy (k g D s : ℝ) : ℝ := k / 2 * s ^ 2 - √(D ^ 2 + g ^ 2 * s ^ 2)
```

This is E(s) as a Lean function of four real numbers. Writing `energy k g D` without the last argument gives the function s ↦ E(s), which the next definitions take as input.

```lean
/-- The force is minus the derivative of the energy `E`. -/
def force (E : ℝ → ℝ) (s : ℝ) : ℝ := -deriv E s
```

The force is F(s) = −E′(s). The type `ℝ → ℝ` says that `E` may be any real function, so the definition does not know the model.

```lean
/-- The exact force constant is the second derivative of the energy at the origin. -/
def exactForceConstant (E : ℝ → ℝ) : ℝ := deriv (deriv E) 0
```

The exact force constant is E″(0), written as the derivative of the derivative, evaluated at 0.

```lean
/-- The force constant obtained from the forces at the displacements `d` and `-d`,
for `d ≠ 0`. -/
def centralForceConstant (E : ℝ → ℝ) (d : ℝ) : ℝ :=
  -(force E d - force E (-d)) / (2 * d)
```

The numerical force constant is

−(F(d) − F(−d)) / (2d).

Neither definition contains a closed formula for the model; both formulas are derived below.

```lean
/-- The displacement `√((g²/k)² - D²) / g`, for `k, g, D > 0` and `k D ≤ g²`. -/
def wellMinimum (k g D : ℝ) : ℝ := √((g ^ 2 / k) ^ 2 - D ^ 2) / g
```

This names the displacement

s₀ = √((g²/k)² − D²) / g.

The name `wellMinimum` proves nothing by itself. That s₀ has the lowest energy is a theorem further down.

## Differentiating the energy

```lean
/-- The slope of the square-root term at any displacement, for `D > 0`. -/
theorem hasDerivAt_root (g s : ℝ) {D : ℝ} (hD : 0 < D) :
    HasDerivAt (fun x : ℝ => √(D ^ 2 + g ^ 2 * x ^ 2))
      (g ^ 2 * s / √(D ^ 2 + g ^ 2 * s ^ 2)) s := by
  have hp : D ^ 2 + g ^ 2 * s ^ 2 ≠ 0 := by positivity
  have hs : HasDerivAt (fun x : ℝ => x ^ 2) (2 * s) s := by
    simpa using hasDerivAt_pow 2 s
  have hr : HasDerivAt (fun x : ℝ => √(D ^ 2 + g ^ 2 * x ^ 2))
      (g ^ 2 * (2 * s) / (2 * √(D ^ 2 + g ^ 2 * s ^ 2))) s :=
    ((hs.const_mul (g ^ 2)).const_add (D ^ 2)).sqrt hp
  exact hr.congr_deriv (by ring)
```

Abbreviate R(s) = √(D² + g² s²). The chain rule gives

R′(s) = 2 g² s / (2 R(s)) = g² s / R(s).

`HasDerivAt f a s` means that f is differentiable at s with derivative a. This is stronger than an equation for `deriv`, which Lean sets to 0 where no derivative exists. The hypothesis `hD : 0 < D` keeps the radicand positive. At D = 0 with g ≠ 0 the root would be |g s|, which has a kink at the origin.

In the proof, `hs` is the derivative of x², `hr` is the chain rule, and `ring` cancels the factor 2.

```lean
/-- The slope of the energy at any displacement, for `D > 0`. -/
theorem hasDerivAt_energy (k g s : ℝ) {D : ℝ} (hD : 0 < D) :
    HasDerivAt (energy k g D) (k * s - g ^ 2 * s / √(D ^ 2 + g ^ 2 * s ^ 2)) s := by
  have hs : HasDerivAt (fun x : ℝ => x ^ 2) (2 * s) s := by
    simpa using hasDerivAt_pow 2 s
  have he : HasDerivAt (energy k g D)
      (k / 2 * (2 * s) - g ^ 2 * s / √(D ^ 2 + g ^ 2 * s ^ 2)) s :=
    (hs.const_mul (k / 2)).fun_sub (hasDerivAt_root g s hD)
  exact he.congr_deriv (by ring)
```

Subtracting the slope of the root from that of the harmonic term gives

E′(s) = k s − g² s / R(s).

The proof does the same with `fun_sub`.

```lean
/-- For `D > 0` the exact force constant is `k - g²/D`. -/
theorem exactForceConstant_energy (k g : ℝ) {D : ℝ} (hD : 0 < D) :
    exactForceConstant (energy k g D) = k - g ^ 2 / D := by
  have hfun : deriv (energy k g D) =
      fun s => k * s - g ^ 2 * s / √(D ^ 2 + g ^ 2 * s ^ 2) :=
    funext fun s => (hasDerivAt_energy k g s hD).deriv
  have h0 : √(D ^ 2 + g ^ 2 * (0 : ℝ) ^ 2) = D := by
    rw [show D ^ 2 + g ^ 2 * (0 : ℝ) ^ 2 = D ^ 2 by ring, Real.sqrt_sq hD.le]
  have hne : √(D ^ 2 + g ^ 2 * (0 : ℝ) ^ 2) ≠ 0 := by
    rw [h0]
    exact hD.ne'
  -- differentiate the slope once more, at the origin
  have he := ((hasDerivAt_id' (0 : ℝ)).const_mul k).fun_sub
    (((hasDerivAt_id' (0 : ℝ)).const_mul (g ^ 2)).fun_div (hasDerivAt_root g 0 hD) hne)
  have hc : g ^ 2 / D = g ^ 2 * D / D ^ 2 := by
    rw [pow_two D, mul_div_mul_right _ _ hD.ne']
  rw [exactForceConstant, hfun]
  refine (he.congr_deriv ?_).deriv
  simp only [h0]
  linear_combination hc
```

Since R(0) = D, the quotient rule at the origin gives

(g² s / R(s))′ at s = 0 = (g² R(0) − 0) / R(0)² = g²/D,

and therefore

E″(0) = k − g²/D.

The proof first establishes the slope formula at every s (`hfun`), because a second derivative needs the first one as a function. Then `he` applies the quotient rule, `h0` supplies R(0) = D, and `hc` simplifies the fraction.

```lean
/-- For `D, d > 0` the central force difference gives `k - g²/√(D² + g²d²)`. -/
theorem centralForceConstant_energy (k g : ℝ) {D d : ℝ} (hD : 0 < D) (hd : 0 < d) :
    centralForceConstant (energy k g D) d = k - g ^ 2 / √(D ^ 2 + g ^ 2 * d ^ 2) := by
  have h : ∀ s, deriv (energy k g D) s =
      k * s - g ^ 2 * s / √(D ^ 2 + g ^ 2 * s ^ 2) :=
    fun s => (hasDerivAt_energy k g s hD).deriv
  simp only [centralForceConstant, force, h, neg_sq]
  rw [div_eq_iff (by positivity)]
  ring
```

Write R = R(d). The slope is odd in s, so

E′(d) − E′(−d) = 2 (k d − g² d / R),

and division by 2d gives

−(F(d) − F(−d)) / (2d) = k − g²/R.

The only change from the exact value is that D has become R. In the proof, `simp only` inserts the definitions and the slope formula, and `ring` checks the algebra after the denominator 2d has been cleared.

## The size and sign of the error

```lean
/-- For `D, d > 0` and `g ≠ 0` the central difference lies strictly above the exact force
constant, by at most `g⁴d²/(2D³)`. -/
theorem central_error (k : ℝ) {g D d : ℝ} (hg : g ≠ 0) (hD : 0 < D) (hd : 0 < d) :
    exactForceConstant (energy k g D) < centralForceConstant (energy k g D) d ∧
    centralForceConstant (energy k g D) d - exactForceConstant (energy k g D)
      ≤ g ^ 4 * d ^ 2 / (2 * D ^ 3) := by
  rw [exactForceConstant_energy k g hD, centralForceConstant_energy k g hD hd]
  have hg2 : 0 < g ^ 2 := by positivity
  have hsq : √(D ^ 2 + g ^ 2 * d ^ 2) ^ 2 = D ^ 2 + g ^ 2 * d ^ 2 :=
    Real.sq_sqrt (by positivity)
  have hRD : D < √(D ^ 2 + g ^ 2 * d ^ 2) := by
    apply Real.lt_sqrt_of_sq_lt
    have : 0 < g ^ 2 * d ^ 2 := by positivity
    linarith
  generalize √(D ^ 2 + g ^ 2 * d ^ 2) = R at hsq hRD ⊢
  have hR : 0 < R := hD.trans hRD
  constructor
  · have := div_lt_div_of_pos_left hg2 hD hRD
    linarith
  · rw [show k - g ^ 2 / R - (k - g ^ 2 / D) = g ^ 2 / D - g ^ 2 / R by ring,
      div_sub_div _ _ hD.ne' hR.ne', div_le_div_iff₀ (by positivity) (by positivity)]
    -- the difference of the two sides is a manifestly non-negative product
    have hn : 0 ≤ g ^ 2 * D * (R - D) ^ 2 * (R + 2 * D) := by positivity
    have hid : g ^ 4 * d ^ 2 * (D * R) - (g ^ 2 * R - D * g ^ 2) * (2 * D ^ 3) =
        g ^ 2 * D * (R - D) ^ 2 * (R + 2 * D) := by
      linear_combination (-(g ^ 2 * D * R)) * hsq
    linarith
```

The symbol `∧` means "and", so there are two claims. For g ≠ 0 we have R > D, hence g²/R < g²/D, and the numerical value is strictly too high. At g = 0 both values equal k and the strict inequality fails.

For the upper bound, use g² d² = R² − D²:

g⁴d²/(2D³) − (g²/D − g²/R) = g² (R − D)² (R + 2D) / (2 D³ R) ≥ 0.

So the error is at most g⁴d²/(2D³), a bound that shrinks with the square of the step.

In the proof, `generalize` replaces the root by a letter `R` and keeps only R² = D² + g² d² and D < R. The fractions are then multiplied out. `hid` is the identity above without denominators, and `hn` says that its right-hand side is non-negative.

## The window of false stability

```lean
/-- For `D, d > 0` the exact force constant is negative while the central difference is
positive exactly when `k D < g² < k √(D² + g²d²)`. -/
theorem false_stability_iff (k g : ℝ) {D d : ℝ} (hD : 0 < D) (hd : 0 < d) :
    (exactForceConstant (energy k g D) < 0 ∧ 0 < centralForceConstant (energy k g D) d) ↔
      (k * D < g ^ 2 ∧ g ^ 2 < k * √(D ^ 2 + g ^ 2 * d ^ 2)) := by
  have hR : 0 < √(D ^ 2 + g ^ 2 * d ^ 2) := Real.sqrt_pos.2 (by positivity)
  rw [exactForceConstant_energy k g hD, centralForceConstant_energy k g hD hd,
    sub_lt_zero, lt_div_iff₀ hD, sub_pos, div_lt_iff₀ hR]
```

The symbol `↔` means "if and only if". On the left, the exact force constant is negative and the numerical one is positive. With the two closed formulas,

k − g²/D < 0 is the same as k D < g²,

k − g²/R > 0 is the same as g² < k R.

Together they give the window

k D < g² < k √(D² + g² d²).

The proof is this calculation: rewrite with the two formulas, then multiply through by the positive numbers D and R. No sign is assumed for k or g.

## Where the distorted structure lies

```lean
/-- For `k, g, D > 0` and `k D ≤ g²` the square-root term equals `g²/k` at the displacement
`wellMinimum k g D`. -/
theorem root_wellMinimum {k g D : ℝ} (hk : 0 < k) (hg : 0 < g) (hD : 0 < D)
    (h : k * D ≤ g ^ 2) :
    √(D ^ 2 + g ^ 2 * wellMinimum k g D ^ 2) = g ^ 2 / k := by
  have hDk : D ≤ g ^ 2 / k := by
    rw [le_div_iff₀ hk]
    linarith
  have hn : 0 ≤ (g ^ 2 / k) ^ 2 - D ^ 2 :=
    sub_nonneg.2 (pow_le_pow_left₀ hD.le hDk 2)
  have hgs : g * wellMinimum k g D = √((g ^ 2 / k) ^ 2 - D ^ 2) := by
    unfold wellMinimum
    field_simp
  rw [← mul_pow, hgs, Real.sq_sqrt hn, add_sub_cancel, Real.sqrt_sq (by positivity)]
```

From here on k, g and D are positive and k D ≤ g². Away from the origin, E′(s) = 0 requires R(s) = g²/k. Solving for s > 0 gives s₀, and the theorem confirms the result by substitution:

R(s₀)² = D² + (g²/k)² − D² = (g²/k)².

The condition k D ≤ g² says D ≤ g²/k (`hDk`), which makes the number under the root in s₀ non-negative (`hn`). At equality s₀ = 0.

```lean
/-- For `k, g, D > 0` and `k D ≤ g²` no displacement has a lower energy than
`wellMinimum k g D`. -/
theorem energy_wellMinimum_le {k g D : ℝ} (hk : 0 < k) (hg : 0 < g) (hD : 0 < D)
    (h : k * D ≤ g ^ 2) (s : ℝ) :
    energy k g D (wellMinimum k g D) ≤ energy k g D s := by
  have hroot := root_wellMinimum hk hg hD h
  have h0 : (g ^ 2 / k) ^ 2 = D ^ 2 + g ^ 2 * wellMinimum k g D ^ 2 := by
    rw [← hroot]
    exact Real.sq_sqrt (by positivity)
  have hr : √(D ^ 2 + g ^ 2 * s ^ 2) ^ 2 = D ^ 2 + g ^ 2 * s ^ 2 :=
    Real.sq_sqrt (by positivity)
  have hkr : k * (g ^ 2 / k) = g ^ 2 := by field_simp
  unfold energy
  rw [hroot]
  generalize √(D ^ 2 + g ^ 2 * s ^ 2) = r at hr ⊢
  generalize g ^ 2 / k = r₀ at h0 hkr ⊢
  -- complete the square in the root
  have hid : g ^ 2 * (k / 2 * s ^ 2 - r) - g ^ 2 * (k / 2 * wellMinimum k g D ^ 2 - r₀) =
      k / 2 * (r - r₀) ^ 2 := by
    linear_combination (-(k / 2)) * hr + (k / 2) * h0 + (r - r₀) * hkr
  have hn : 0 ≤ k / 2 * (r - r₀) ^ 2 := by positivity
  have hg2 : 0 < g ^ 2 := by positivity
  exact le_of_mul_le_mul_left (by linarith) hg2
```

The final argument `(s : ℝ)` makes this a statement about every displacement: E(s₀) ≤ E(s). Thus s₀ is a global minimum, not only a stationary point.

By hand, let r = R(s) and r₀ = g²/k = R(s₀). Replace g² s² by r² − D² and g² by k r₀:

g² (E(s) − E(s₀)) = (k/2)(r² − r₀²) − k r₀ (r − r₀) = (k/2)(r − r₀)² ≥ 0.

Dividing by g² > 0 gives the claim. In the proof, `hid` is this completed square, and `linear_combination` lists the multiples of the known equations that produce it. The last line removes the factor g².

## A step that passes the minimum

```lean
/-- For `k, g, D, d > 0` and `k D ≤ g²` the central difference is positive exactly when the
step `d` exceeds the displacement `wellMinimum k g D`. -/
theorem central_pos_iff_beyond_minimum {k g D d : ℝ} (hk : 0 < k) (hg : 0 < g)
    (hD : 0 < D) (hd : 0 < d) (h : k * D ≤ g ^ 2) :
    0 < centralForceConstant (energy k g D) d ↔ wellMinimum k g D < d := by
  have hR : 0 < √(D ^ 2 + g ^ 2 * d ^ 2) := Real.sqrt_pos.2 (by positivity)
  have hs : 0 ≤ wellMinimum k g D := div_nonneg (Real.sqrt_nonneg _) hg.le
  have hg2 : 0 < g ^ 2 := by positivity
  rw [centralForceConstant_energy k g hD hd, sub_pos, div_lt_iff₀ hR, mul_comm k,
    ← div_lt_iff₀ hk, ← root_wellMinimum hk hg hD h,
    Real.sqrt_lt_sqrt_iff (by positivity)]
  constructor
  · intro hlt
    have h2 : g ^ 2 * wellMinimum k g D ^ 2 < g ^ 2 * d ^ 2 := by linarith
    exact lt_of_pow_lt_pow_left₀ 2 hd.le (lt_of_mul_lt_mul_left h2 hg2.le)
  · intro hlt
    have h2 := mul_lt_mul_of_pos_left (pow_lt_pow_left₀ hlt hs two_ne_zero) hg2
    linarith

end

end FiniteDisplacementForceConstant
```

The numerical force constant is positive exactly when d > s₀. By hand, each line is equivalent to the next:

k − g²/R(d) > 0

g²/k < R(d)

R(s₀) < R(d)

s₀ < d.

The last step holds because R increases with s for s ≥ 0. The `rw` chain carries out the first steps and removes the square roots; the two bullets then pass between g² s₀² < g² d² and s₀ < d, one for each direction of the equivalence.

When k D < g² strictly, the origin is a local maximum, yet the central difference is positive exactly when the step passes the minimum at s₀. At d = s₀ it is zero. When k D = g², the exact force constant is zero and every step d > 0 gives a positive value.

For finite-displacement phonon calculations this means that, in this one-coordinate model with error-free forces, a positive force constant from a single step does not exclude a double well whose minima lie closer to the origin than that step. The model has no coupling between modes and no noise in the forces, and its two electronic states are postulated, not computed from an electronic-structure method.

```lean
#print axioms FiniteDisplacementForceConstant.centralForceConstant_energy
-- 'FiniteDisplacementForceConstant.centralForceConstant_energy' depends on axioms: [propext, Classical.choice, Quot.sound]
#print axioms FiniteDisplacementForceConstant.central_error
-- 'FiniteDisplacementForceConstant.central_error' depends on axioms: [propext, Classical.choice, Quot.sound]
#print axioms FiniteDisplacementForceConstant.energy_wellMinimum_le
-- 'FiniteDisplacementForceConstant.energy_wellMinimum_le' depends on axioms: [propext, Classical.choice, Quot.sound]
#print axioms FiniteDisplacementForceConstant.central_pos_iff_beyond_minimum
-- 'FiniteDisplacementForceConstant.central_pos_iff_beyond_minimum' depends on axioms: [propext, Classical.choice, Quot.sound]
```
